# Angular integration removes the linear term of an expanded inverse energy denominator and leaves (8/3) q²/(1+q²)³ from the quadratic term

The definitions `linTerm q s` = 2qs/(1+q²)² and `quadTerm q s` = 4q²s²/(1+q²)³ are documented as the coefficients of k and k² in the expansion of an inverse energy denominator; they are taken as definitions, and the expansion itself is not derived. The theorem `angular_integral` states that for all real a, b, q, the integral of a·`linTerm` + b·`quadTerm` over the angular variable s from −1 to 1 equals b·(8/3)·q²/(1+q²)³. The term odd in s thus contributes nothing; the integral is the plain one in s, neither divided by the interval length nor multiplied by an azimuthal factor. The attempt first proves an auxiliary fact `poly`, that the integral of As + Bs² over [−1, 1] is (2/3)B, by splitting the sum, pulling out constants and evaluating the monomial integrals. It then rewrites the integrand into that shape and finishes with `ring`.

This version doesn't compile in Lean 4 with Mathlib:

```lean
import Mathlib

open Real MeasureTheory Set Filter Topology

namespace PolaronMass

noncomputable section

/-- Coefficient of `k` in the expansion of the inverse energy denominator. -/
def linTerm (q s : ℝ) : ℝ := 2 * q * s / (1 + q ^ 2) ^ 2

/-- Coefficient of `k ^ 2` in the expansion of the inverse energy denominator. -/
def quadTerm (q s : ℝ) : ℝ := 4 * q ^ 2 * s ^ 2 / (1 + q ^ 2) ^ 3

/-- Angular integration of `a` times the linear term plus `b` times the quadratic term gives
`b (8/3) q ^ 2 / (1 + q ^ 2) ^ 3`, with no contribution from `a`. -/
theorem angular_integral (a b q : ℝ) :
    ∫ s in (-1 : ℝ)..1, (a * linTerm q s + b * quadTerm q s)
      = b * (8 / 3 * (q ^ 2 / (1 + q ^ 2) ^ 3)) := by
  have poly : ∀ A B : ℝ, ∫ s in (-1 : ℝ)..1, (A * s + B * s ^ 2) = 2 / 3 * B := by
    intro A B
    have h1 : IntervalIntegrable (fun s : ℝ => A * s) volume (-1) 1 :=
      Continuous.intervalIntegrable (by fun_prop) _ _
    have h2 : IntervalIntegrable (fun s : ℝ => B * s ^ 2) volume (-1) 1 :=
      Continuous.intervalIntegrable (by fun_prop) _ _
    rw [intervalIntegral.integral_add h1 h2]
    simp only [intervalIntegral.integral_const_mul, integral_id, integral_pow]
    ring
  have e : (fun s : ℝ => a * linTerm q s + b * quadTerm q s)
      = fun s : ℝ => (a * (2 * q / (1 + q ^ 2) ^ 2)) * s
        + (b * (4 * (q ^ 2 / (1 + q ^ 2) ^ 3))) * s ^ 2 := by
    funext s; unfold linTerm quadTerm; ring
  rw [e, poly]
  ring

end

end PolaronMass
```

Messages:

```
Try this:
  [apply] ring_nf
  
  The `ring` tactic failed to close the goal. Use `ring_nf` to obtain a normal form.
    
  Note that `ring` works primarily in *commutative* rings. If you have a noncommutative ring, abelian group or module, consider using `noncomm_ring`, `abel` or `module` instead.
Main.lean:20:80: error: unsolved goals
a b q A B : ℝ
h1 : IntervalIntegrable (fun s => A * s) volume (-1) 1
h2 : IntervalIntegrable (fun s => B * s ^ 2) volume (-1) 1
⊢ (∫ (x : ℝ) in -1..1, A * x) + B * (2 / 3) = B * (2 / 3)
Main.lean:27:52: warning: This simp argument is unused:
  integral_id

Hint: Omit it from the simp argument list.
  [apply] simp only [intervalIntegral.integral_const_mul, integral_pow]

Note: This linter can be disabled with `set_option linter.unusedSimpArgs false`
```

What went wrong. The unsolved goal in `poly` shows that `simp only` evaluated the quadratic integral, giving `B * (2 / 3)` after normalisation, but left `∫ x in -1..1, A * x` untouched: `intervalIntegral.integral_const_mul` did not fire on it. Hence no bare `∫ x in -1..1, x` ever appeared, which is why the linter reports `integral_id` as unused. `ring` treats the surviving integral as an opaque atom, cannot show that it vanishes, and reports failure with the `ring_nf` suggestion.

The lemma's integrand has the form `r * f x`. For `B * s ^ 2`, `simp` found `f`; for `A * s`, `f` must be the identity, and the integrand eta-reduces to the partial application `HMul.hMul A`. The messages show the missed rewrite but do not state its internal reason.

The repair removes the need for that match. `h3` applies the same lemma with the constant `A` and `f := fun s => s` given explicitly, checked against the stated equation up to definitional equality. Adding `h3` to the `rw` turns the first summand into `A * ∫ s in -1..1, s`. The unchanged `simp only` now uses `integral_id`, leaving arithmetic that `ring` closes.

This version goes through:

```diff
@@ -24,5 +24,7 @@
     have h2 : IntervalIntegrable (fun s : ℝ => B * s ^ 2) volume (-1) 1 :=
       Continuous.intervalIntegrable (by fun_prop) _ _
-    rw [intervalIntegral.integral_add h1 h2]
+    have h3 : ∫ s in (-1 : ℝ)..1, A * s = A * ∫ s in (-1 : ℝ)..1, s :=
+      intervalIntegral.integral_const_mul A (fun s : ℝ => s)
+    rw [intervalIntegral.integral_add h1 h2, h3]
     simp only [intervalIntegral.integral_const_mul, integral_id, integral_pow]
     ring
```
